# A factorial bound on the gap between summed type 2 and type 1 angular factors for collinear s-type Gaussians

Q: Before any inequality: what are the objects, and where do they come from?

A: A semilocal core potential has a local part, which is a function of $r$ alone, and parts that each act on one angular momentum $l$. Integrals of the local part over two basis functions are called type 1, those of the projected parts type 2. Put the potential at the origin and two s-type Gaussians, with exponents $\alpha,\beta$, at signed positions $A,B$ on the $z$ axis. With $t=\cos\theta$, the first Gaussian is $e^{-\alpha(r^2+A^2)}e^{at}$, where $a=2\alpha rA$; similarly $b=2\beta rB$. Write
$$f=e^{at},\qquad g=e^{bt},\qquad \langle u,v\rangle=\int_{-1}^{1}u(t)v(t)\,dt.$$
At fixed $r$, the type 1 angular factor is $\langle f,g\rangle$, leaving out the azimuthal $2\pi$ and the Gaussian prefactors. In Lean, `overlap` is the bracket on continuous real functions, `polyFun` admits polynomials to it, and `expFactor a` is $f$.

```lean
import Mathlib

open Polynomial

namespace SemilocalAngular

noncomputable section

/-- The angular overlap: the integral of `u t * v t` over `-1 ≤ t ≤ 1`, as a bilinear form. -/
def overlap : C(ℝ, ℝ) →ₗ[ℝ] C(ℝ, ℝ) →ₗ[ℝ] ℝ :=
  LinearMap.mk₂ ℝ (fun u v => ∫ t in (-1 : ℝ)..1, u t * v t)
    (fun u u' v => by
      simp only [ContinuousMap.add_apply, add_mul]
      exact intervalIntegral.integral_add (Continuous.intervalIntegrable (by fun_prop) _ _)
        (Continuous.intervalIntegrable (by fun_prop) _ _))
    (fun c u v => by
      simp only [ContinuousMap.smul_apply, smul_eq_mul, mul_assoc]
      exact intervalIntegral.integral_const_mul _ _)
    (fun u v v' => by
      simp only [ContinuousMap.add_apply, mul_add]
      exact intervalIntegral.integral_add (Continuous.intervalIntegrable (by fun_prop) _ _)
        (Continuous.intervalIntegrable (by fun_prop) _ _))
    (fun c u v => by
      simp only [ContinuousMap.smul_apply, smul_eq_mul, mul_left_comm _ c]
      exact intervalIntegral.integral_const_mul _ _)

/-- A polynomial regarded as a continuous function of `t`. -/
def polyFun : ℝ[X] →ₗ[ℝ] C(ℝ, ℝ) := (Polynomial.toContinuousMapAlgHom).toLinearMap

/-- The exponential angular factor `exp (a t)`. -/
def expFactor (a : ℝ) : C(ℝ, ℝ) := ⟨fun t => Real.exp (a * t), by fun_prop⟩
```

Q: Type 2 integrals project onto spherical harmonics. I see none.

A: On the axis only $m=0$ survives, and $Y_{l0}$ is proportional to the Legendre polynomial $P_l$. In the same normalisation, channel $l$ contributes $\frac{2l+1}{2}\langle f,P_l\rangle\langle g,P_l\rangle$. The sum of these terms over $l=0,\dots,L$ is to be compared with $\langle f,g\rangle$. `IsLegendreFamily L P` asks that $P_0,\dots,P_L$ have degrees $0,\dots,L$, be mutually orthogonal and have squared norms $2/(2l+1)$. That fixes each $P_l$ up to a sign, which cancels in the product.

`IsProjection L f p` says that $p$ has degree at most $L$ and that $f-p$ is orthogonal to every such polynomial. `partialWave` is the candidate $p=\sum_{l\le L}\frac{2l+1}{2}\langle f,P_l\rangle P_l$.

```lean
/-- `p` has degree at most `L`, and `f - p` is orthogonal to all polynomials of degree
at most `L`. -/
structure IsProjection (L : ℕ) (f : C(ℝ, ℝ)) (p : ℝ[X]) : Prop where
  natDegree_le : p.natDegree ≤ L
  orthogonal : ∀ r : ℝ[X], r.natDegree ≤ L → overlap (f - polyFun p) (polyFun r) = 0

/-- `P 0, ..., P L` have degrees `0, ..., L`, are mutually orthogonal, and have the squared
norms `2 / (2 l + 1)`. -/
structure IsLegendreFamily (L : ℕ) (P : ℕ → ℝ[X]) : Prop where
  degree_eq : ∀ l ≤ L, (P l).degree = l
  orthogonal : ∀ k l, k < l → l ≤ L → overlap (polyFun (P k)) (polyFun (P l)) = 0
  norm_eq : ∀ l ≤ L, overlap (polyFun (P l)) (polyFun (P l)) = 2 / (2 * (l : ℝ) + 1)

/-- The partial-wave sum of `f` over the channels `l = 0, ..., L`. -/
def partialWave (P : ℕ → ℝ[X]) (L : ℕ) (f : C(ℝ, ℝ)) : ℝ[X] :=
  ∑ l ∈ Finset.range (L + 1), ((2 * (l : ℝ) + 1) / 2 * overlap f (polyFun (P l))) • P l

/-- The polynomials `1`, `t` and `(3 t² - 1) / 2` for `l = 0, 1, 2`; the last one is repeated
for larger `l`. -/
def legendreLow (l : ℕ) : ℝ[X] :=
  if l = 0 then 1 else if l = 1 then X else C (3 / 2) * X ^ 2 - C (1 / 2)
```

Q: How do you control the error without computing the discarded channels?

A: Let $p,q$ be the projections of $f,g$. Orthogonality gives $\langle f,q\rangle=\langle p,q\rangle=\langle p,g\rangle$, so
$$\langle f-p,g-q\rangle=\langle f,g\rangle-\langle f,q\rangle-\langle p,g\rangle+\langle p,q\rangle=\langle f,g\rangle-\langle p,q\rangle.$$
This is `overlap_sub_projection`. Cauchy-Schwarz then bounds its square by the product of the squared residual norms.

Q: Is that an inner product? A function can vanish on $[-1,1]$ and not elsewhere.

A: Right, the form is only semidefinite on these functions, so the proof turns on Mathlib's `discrim_le_zero`. For every real $s$,
$$0\le\langle u+sv,u+sv\rangle=\langle v,v\rangle s^2+2\langle u,v\rangle s+\langle u,u\rangle.$$
The lemma says that a quadratic which is never negative has discriminant at most zero, hence $4\langle u,v\rangle^2-4\langle v,v\rangle\langle u,u\rangle\le0$. It allows a zero leading coefficient, so $\langle v,v\rangle=0$ needs no separate case.

```lean
/-- The angular overlap is symmetric. -/
theorem overlap_comm (u v : C(ℝ, ℝ)) : overlap u v = overlap v u := by
  change (∫ t in (-1 : ℝ)..1, u t * v t) = ∫ t in (-1 : ℝ)..1, v t * u t
  simp only [mul_comm]

/-- The Cauchy-Schwarz inequality for the angular overlap. -/
theorem overlap_sq_le (u v : C(ℝ, ℝ)) :
    overlap u v ^ 2 ≤ overlap u u * overlap v v := by
  have h : ∀ s : ℝ, 0 ≤ overlap v v * (s * s) + (2 * overlap u v) * s + overlap u u := by
    intro s
    have h0 : 0 ≤ overlap (u + s • v) (u + s • v) := by
      change 0 ≤ ∫ t in (-1 : ℝ)..1, (u + s • v) t * (u + s • v) t
      exact intervalIntegral.integral_nonneg (by norm_num) fun t _ => mul_self_nonneg _
    simp only [map_add, map_smul, LinearMap.add_apply, LinearMap.smul_apply, smul_eq_mul,
      overlap_comm v u] at h0
    linarith
  have hd := discrim_le_zero h
  simp only [discrim] at hd
  linarith

/-- The truncation error of the overlap is the overlap of the two residuals. -/
theorem overlap_sub_projection {L : ℕ} {f g : C(ℝ, ℝ)} {p q : ℝ[X]}
    (hp : IsProjection L f p) (hq : IsProjection L g q) :
    overlap f g - overlap (polyFun p) (polyFun q)
      = overlap (f - polyFun p) (g - polyFun q) := by
  have h1 := hp.orthogonal q hq.natDegree_le
  have h2 := hq.orthogonal p hp.natDegree_le
  simp only [map_sub, LinearMap.sub_apply] at h1 h2 ⊢
  linarith [overlap_comm g (polyFun p), overlap_comm (polyFun q) (polyFun p)]
```

Q: You still need the size of a residual.

A: Write $\|u\|^2=\langle u,u\rangle$, and let $r$ now denote a polynomial, not the radius. For any $r$ of degree at most $L$, split $f-r=(f-p)+(p-r)$. The cross term vanishes, so
$$\|f-r\|^2=\|f-p\|^2+\|p-r\|^2\ge\|f-p\|^2.$$
Take $r$ to be the Taylor polynomial. Since $i!\,n!\le(i+n)!$, the exponential remainder after $n$ terms satisfies
$$\Bigl|\sum_{i\ge0}\frac{x^{i+n}}{(i+n)!}\Bigr|\le\frac{|x|^n}{n!}\sum_{i\ge0}\frac{|x|^i}{i!}=\frac{|x|^n}{n!}e^{|x|}.$$
Set $x=at$ and $n=L+1$. As $|at|\le|a|$, integrating the square over length 2 gives
$$\|f-p\|^2\le2\left(\frac{e^{|a|}|a|^{L+1}}{(L+1)!}\right)^2.$$
The lemmas follow this order; `integral_mono_on` carries the pointwise estimate into the integral.

```lean
/-- No polynomial of degree at most `L` has a smaller mean-square error than the projection. -/
theorem projection_error_le {L : ℕ} {f : C(ℝ, ℝ)} {p r : ℝ[X]}
    (hp : IsProjection L f p) (hr : r.natDegree ≤ L) :
    overlap (f - polyFun p) (f - polyFun p) ≤ overlap (f - polyFun r) (f - polyFun r) := by
  have h := hp.orthogonal (p - r) ((natDegree_sub_le p r).trans (max_le hp.natDegree_le hr))
  have h0 : 0 ≤ overlap (polyFun p - polyFun r) (polyFun p - polyFun r) := by
    change 0 ≤ ∫ t in (-1 : ℝ)..1, (polyFun p - polyFun r) t * (polyFun p - polyFun r) t
    exact intervalIntegral.integral_nonneg (by norm_num) fun t _ => mul_self_nonneg _
  simp only [map_sub, LinearMap.sub_apply] at h h0 ⊢
  linarith [overlap_comm f (polyFun p), overlap_comm f (polyFun r),
    overlap_comm (polyFun p) (polyFun r)]

/-- The remainder of the exponential series after `n` terms is at most
`|x|^n / n! * exp |x|`. -/
theorem exp_remainder_le (x : ℝ) (n : ℕ) :
    |Real.exp x - ∑ k ∈ Finset.range n, x ^ k / (k.factorial : ℝ)|
      ≤ |x| ^ n / (n.factorial : ℝ) * Real.exp |x| := by
  have hexp : ∀ y : ℝ, Real.exp y = ∑' k : ℕ, y ^ k / (k.factorial : ℝ) := fun y => by
    rw [Real.exp_eq_exp_ℝ, NormedSpace.exp_eq_tsum_div]
  have hsplit := (Real.summable_pow_div_factorial x).sum_add_tsum_nat_add n
  rw [hexp x, ← hsplit, add_sub_cancel_left, hexp |x|, ← Real.norm_eq_abs]
  refine tsum_of_norm_bounded
    ((Real.summable_pow_div_factorial |x|).hasSum.mul_left _) fun i => ?_
  -- termwise comparison through i! n! ≤ (i + n)!
  have hf : (i.factorial : ℝ) * n.factorial ≤ (i + n).factorial := by
    exact_mod_cast Nat.le_of_dvd (Nat.factorial_pos _)
      (Nat.factorial_mul_factorial_dvd_factorial_add i n)
  rw [Real.norm_eq_abs, abs_div, abs_pow, Nat.abs_cast]
  calc |x| ^ (i + n) / ((i + n).factorial : ℝ)
      ≤ |x| ^ (i + n) / ((i.factorial : ℝ) * n.factorial) := by gcongr
    _ = |x| ^ n / (n.factorial : ℝ) * (|x| ^ i / (i.factorial : ℝ)) := by
      rw [pow_add, mul_comm (|x| ^ i), mul_comm (i.factorial : ℝ), mul_div_mul_comm]

/-- A bound on the squared error of the projected exponential factor, integrated over `-1 ≤ t ≤ 1`.
-/
theorem exp_projection_error_le {L : ℕ} {a : ℝ} {p : ℝ[X]}
    (hp : IsProjection L (expFactor a) p) :
    overlap (expFactor a - polyFun p) (expFactor a - polyFun p)
      ≤ 2 * (Real.exp |a| * |a| ^ (L + 1) / ((L + 1).factorial : ℝ)) ^ 2 := by
  -- compare with the Taylor polynomial
  obtain ⟨T, hT, hev⟩ : ∃ T : ℝ[X], T.natDegree ≤ L ∧ ∀ t, T.eval t =
      ∑ k ∈ Finset.range (L + 1), (a * t) ^ k / (k.factorial : ℝ) := by
    refine ⟨∑ k ∈ Finset.range (L + 1), C (a ^ k / (k.factorial : ℝ)) * X ^ k, ?_, ?_⟩
    · apply natDegree_sum_le_of_forall_le
      intro k hk
      exact (natDegree_C_mul_X_pow_le _ _).trans (Nat.lt_succ_iff.1 (Finset.mem_range.1 hk))
    · intro t
      simp only [eval_finsetSum, eval_mul, eval_C, eval_pow, eval_X]
      exact Finset.sum_congr rfl fun k _ => by rw [mul_pow]; ring
  refine (projection_error_le hp hT).trans ?_
  have key : (∫ t in (-1 : ℝ)..1,
      (Real.exp (a * t) - T.eval t) * (Real.exp (a * t) - T.eval t)) ≤
      ∫ _t in (-1 : ℝ)..1, (Real.exp |a| * |a| ^ (L + 1) / ((L + 1).factorial : ℝ)) ^ 2 := by
    refine intervalIntegral.integral_mono_on (by norm_num)
      (Continuous.intervalIntegrable (by fun_prop) _ _)
      (Continuous.intervalIntegrable (by fun_prop) _ _) fun t ht => ?_
    have hx : |a * t| ≤ |a| := by
      rw [abs_mul]
      exact mul_le_of_le_one_right (abs_nonneg a) (abs_le.2 ht)
    have hb : |Real.exp (a * t) - T.eval t|
        ≤ Real.exp |a| * |a| ^ (L + 1) / ((L + 1).factorial : ℝ) := by
      rw [hev]
      calc _ ≤ |a * t| ^ (L + 1) / ((L + 1).factorial : ℝ) * Real.exp |a * t| :=
            exp_remainder_le _ _
        _ ≤ |a| ^ (L + 1) / ((L + 1).factorial : ℝ) * Real.exp |a| := by gcongr
        _ = _ := by ring
    rw [← pow_two, ← sq_abs]
    exact pow_le_pow_left₀ (abs_nonneg _) hb 2
  refine le_trans key (le_of_eq ?_)
  rw [intervalIntegral.integral_const, smul_eq_mul]
  ring
```

A: Multiplying the estimates for $f$ and $g$ and taking the square root yields
$$|\langle f,g\rangle-\langle p,q\rangle|\le\frac{2e^{|a|+|b|}|ab|^{L+1}}{((L+1)!)^2}.$$

```lean
/-- Replacing two exponential factors by their projections of degree at most `L` changes
their overlap by at most `2 exp(|a| + |b|) |a b|^(L+1) / ((L+1)!)²`. -/
theorem overlap_truncation_le {L : ℕ} {a b : ℝ} {p q : ℝ[X]}
    (hp : IsProjection L (expFactor a) p) (hq : IsProjection L (expFactor b) q) :
    |overlap (expFactor a) (expFactor b) - overlap (polyFun p) (polyFun q)|
      ≤ 2 * Real.exp (|a| + |b|) * |a * b| ^ (L + 1) / ((L + 1).factorial : ℝ) ^ 2 := by
  rw [overlap_sub_projection hp hq]
  refine abs_le_of_sq_le_sq ((overlap_sq_le _ _).trans ?_) (by positivity)
  refine (mul_le_mul_of_nonneg (exp_projection_error_le hp) (exp_projection_error_le hq)
    ?_ (by positivity)).trans (le_of_eq ?_)
  · change 0 ≤ ∫ t in (-1 : ℝ)..1,
      (expFactor a - polyFun p) t * (expFactor a - polyFun p) t
    exact intervalIntegral.integral_nonneg (by norm_num) fun t _ => mul_self_nonneg _
  · rw [Real.exp_add, abs_mul, mul_pow]
    ring
```

Q: That concerns abstract projections. Where is the channel sum?

A: Pairing the partial-wave sum with $P_k$ leaves $\frac{2k+1}{2}\langle f,P_k\rangle\frac{2}{2k+1}=\langle f,P_k\rangle$, so the residual is orthogonal to each $P_k$. Any polynomial of degree at most $L$ reduces to zero by subtracting multiples of $P_L,\dots,P_0$ that remove its leading coefficients; the induction `hspan` does this. The sum is therefore the projection, and
$$\langle p,q\rangle=\langle f,q\rangle=\sum_{l=0}^{L}\frac{2l+1}{2}\langle f,P_l\rangle\langle g,P_l\rangle.$$
`type2_sum_error_le` states the bound for this sum, for all real $a,b$ and every $L$, given the family $P$. `legendreLow_witness` gives such a family for $L=2$, checked by integrating quartics; for general $L$ it is a hypothesis, which the Legendre polynomials meet.

```lean
/-- If `P` satisfies `IsLegendreFamily L P`, the partial-wave sum of `f` over `l = 0, ..., L` is the
projection of `f` onto polynomials of degree at most `L`. -/
theorem partialWave_isProjection {L : ℕ} {P : ℕ → ℝ[X]} (hP : IsLegendreFamily L P)
    (f : C(ℝ, ℝ)) : IsProjection L f (partialWave P L f) := by
  have horth : ∀ k ≤ L, overlap (f - polyFun (partialWave P L f)) (polyFun (P k)) = 0 := by
    intro k hk
    rw [overlap_comm]
    simp only [partialWave, map_sub, map_sum, map_smul, smul_eq_mul]
    rw [Finset.sum_eq_single k]
    · rw [hP.norm_eq k hk, overlap_comm (polyFun (P k)) f]
      have hk0 : 2 * (k : ℝ) + 1 ≠ 0 := by positivity
      have e : (2 * (k : ℝ) + 1) / 2 * overlap f (polyFun (P k)) * (2 / (2 * (k : ℝ) + 1))
          = overlap f (polyFun (P k)) := by field_simp
      rw [e, sub_self]
    · intro l hl hlk
      have hl' : l ≤ L := Nat.lt_succ_iff.1 (Finset.mem_range.1 hl)
      rcases lt_or_gt_of_ne hlk with h | h
      · rw [overlap_comm (polyFun (P k)), hP.orthogonal l k h hk, mul_zero]
      · rw [hP.orthogonal k l h hl', mul_zero]
    · intro h
      exact absurd (Finset.mem_range.2 (Nat.lt_succ_of_le hk)) h
  -- remove leading coefficients one at a time
  have hspan : ∀ n ≤ L + 1, ∀ r : ℝ[X], (∀ m, n ≤ m → r.coeff m = 0) →
      overlap (f - polyFun (partialWave P L f)) (polyFun r) = 0 := by
    intro n
    induction n with
    | zero =>
      intro _ r hr
      have h0 : r = 0 := Polynomial.ext fun m => by rw [hr m (Nat.zero_le m), coeff_zero]
      rw [h0, map_zero, map_zero]
    | succ n ih =>
      intro hn r hr
      have hnL : n ≤ L := by omega
      have hc := coeff_ne_zero_of_eq_degree (hP.degree_eq n hnL)
      have h := ih (by omega) (r - (r.coeff n / (P n).coeff n) • P n) (by
        intro m hm
        rw [coeff_sub, coeff_smul, smul_eq_mul]
        rcases hm.eq_or_lt with heq | hlt
        · rw [← heq, div_mul_cancel₀ _ hc, sub_self]
        · have hz : (P n).coeff m = 0 := coeff_eq_zero_of_degree_lt (by
            rw [hP.degree_eq n hnL]; exact_mod_cast hlt)
          rw [hr m hlt, hz, mul_zero, sub_zero])
      rw [map_sub polyFun, map_smul polyFun,
        map_sub (overlap (f - polyFun (partialWave P L f))),
        map_smul (overlap (f - polyFun (partialWave P L f))),
        horth n hnL, smul_zero, sub_zero] at h
      exact h
  refine ⟨?_, fun r hr => hspan (L + 1) le_rfl r fun m hm =>
    coeff_eq_zero_of_natDegree_lt (by omega)⟩
  apply natDegree_sum_le_of_forall_le
  intro l hl
  have hl' : l ≤ L := Nat.lt_succ_iff.1 (Finset.mem_range.1 hl)
  exact (natDegree_smul_le _ _).trans
    ((natDegree_eq_of_degree_eq_some (hP.degree_eq l hl')).le.trans hl')

/-- If `P` satisfies `IsLegendreFamily L P`, the sum over `l = 0, ..., L` of `(2 l + 1) / 2` times
the product of the overlaps of `exp (a t)` and `exp (b t)` with `P l` differs from the overlap of
the two exponentials by at most `2 exp(|a| + |b|) |a b|^(L+1) / ((L+1)!)²`. -/
theorem type2_sum_error_le {L : ℕ} {P : ℕ → ℝ[X]} (hP : IsLegendreFamily L P) (a b : ℝ) :
    |overlap (expFactor a) (expFactor b) - ∑ l ∈ Finset.range (L + 1), (2 * (l : ℝ) + 1) / 2 *
        overlap (expFactor a) (polyFun (P l)) * overlap (expFactor b) (polyFun (P l))|
      ≤ 2 * Real.exp (|a| + |b|) * |a * b| ^ (L + 1) / ((L + 1).factorial : ℝ) ^ 2 := by
  have hp := partialWave_isProjection hP (expFactor a)
  have hq := partialWave_isProjection hP (expFactor b)
  have h := hp.orthogonal _ hq.natDegree_le
  rw [map_sub, LinearMap.sub_apply, sub_eq_zero] at h
  have hs : overlap (expFactor a) (polyFun (partialWave P L (expFactor b))) =
      ∑ l ∈ Finset.range (L + 1), (2 * (l : ℝ) + 1) / 2 *
        overlap (expFactor a) (polyFun (P l)) * overlap (expFactor b) (polyFun (P l)) := by
    simp only [partialWave, map_sum, map_smul, smul_eq_mul]
    exact Finset.sum_congr rfl fun l _ => by ring
  rw [← hs, h]
  exact overlap_truncation_le hp hq

/-- The polynomials `1`, `t`, `(3 t² - 1) / 2` satisfy the degree, orthogonality and norm
conditions for `L = 2`. -/
theorem legendreLow_witness : IsLegendreFamily 2 legendreLow := by
  -- the integral of a quartic over [-1, 1]
  have quartic : ∀ (u v : ℝ[X]) (c₀ c₁ c₂ c₃ c₄ : ℝ),
      (∀ t, u.eval t * v.eval t = c₀ + c₁ * t + c₂ * t ^ 2 + c₃ * t ^ 3 + c₄ * t ^ 4) →
      overlap (polyFun u) (polyFun v) = 2 * c₀ + 2 * c₂ / 3 + 2 * c₄ / 5 := by
    intro u v c₀ c₁ c₂ c₃ c₄ h
    change (∫ t in (-1 : ℝ)..1, u.eval t * v.eval t) = _
    simp only [h]
    have hd : ∀ t ∈ Set.uIcc (-1 : ℝ) 1, HasDerivAt
        (fun t : ℝ => c₀ * t + c₁ / 2 * t ^ 2 + c₂ / 3 * t ^ 3 + c₃ / 4 * t ^ 4 + c₄ / 5 * t ^ 5)
        (c₀ + c₁ * t + c₂ * t ^ 2 + c₃ * t ^ 3 + c₄ * t ^ 4) t := fun t _ =>
      ((((((hasDerivAt_id' t).const_mul c₀).fun_add
        ((hasDerivAt_pow 2 t).const_mul (c₁ / 2))).fun_add
        ((hasDerivAt_pow 3 t).const_mul (c₂ / 3))).fun_add
        ((hasDerivAt_pow 4 t).const_mul (c₃ / 4))).fun_add
        ((hasDerivAt_pow 5 t).const_mul (c₄ / 5))).congr_deriv (by norm_num; ring)
    rw [intervalIntegral.integral_eq_sub_of_hasDerivAt hd
      (Continuous.intervalIntegrable (by fun_prop) _ _)]
    ring
  refine ⟨fun l hl => ?_, fun k l hkl hl => ?_, fun l hl => ?_⟩
  · interval_cases l
    · simp [legendreLow]
    · simp [legendreLow]
    · have h : (C (3 / 2 : ℝ) * X ^ 2 - C (1 / 2)).degree = 2 := by compute_degree!
      exact h
  · interval_cases l
    · interval_cases k
    · interval_cases k
      exact (quartic _ _ 0 1 0 0 0 fun t => by simp [legendreLow]).trans (by norm_num)
    · interval_cases k
      · exact (quartic _ _ (-1 / 2) 0 (3 / 2) 0 0 fun t => by
          simp [legendreLow]; ring).trans (by norm_num)
      · exact (quartic _ _ 0 (-1 / 2) 0 (3 / 2) 0 fun t => by
          simp [legendreLow]; ring).trans (by norm_num)
  · interval_cases l
    · exact (quartic _ _ 1 0 0 0 0 fun t => by simp [legendreLow]).trans (by norm_num)
    · exact (quartic _ _ 0 0 1 0 0 fun t => by simp [legendreLow]; ring).trans (by norm_num)
    · exact (quartic _ _ (1 / 4) 0 (-3 / 2) 0 (9 / 4) fun t => by
        simp [legendreLow]; ring).trans (by norm_num)

end

end SemilocalAngular
```

```lean
#print axioms SemilocalAngular.type2_sum_error_le
-- 'SemilocalAngular.type2_sum_error_le' depends on axioms: [propext, Classical.choice, Quot.sound]
```

Q: Give me numbers.

A: Take $a=b=1$. Then $\langle f,g\rangle=\sinh2\approx3.627$. The $l=0$ term is $\frac12(2\sinh1)^2\approx2.762$, leaving an error of $1-e^{-2}\approx0.865$ against a bound of $2e^2\approx14.78$. Since $\langle f,t\rangle=2/e$, the $l=1$ term adds $6/e^2\approx0.812$. The error falls to $0.053$, and the bound to $e^2/2\approx3.69$. The bound is safe but loose.

Q: So do the summed type 2 integrals of a real semilocal potential approach its type 1 integral?

A: Not in general. The comparison here gives every channel the same radial potential as the local part, whereas in a real semilocal potential these radial functions differ. With all of them set equal, the limit of large $L$ gives a consistency check on integral code, here for s-type Gaussians on collinear centres at one radius. Radial integration, higher angular momentum in the basis and non-collinear centres are not treated. When $A$ and $B$ are nonzero, $|a|$ and $|b|$ grow with $r$, so the $L$ needed for a given accuracy in this bound depends on the radius.
